# Screening invariance of the muffin-tin Green matrix

The Green matrix is taken at one fixed complex energy, with site and orbital merged into a single finite index `n`. The potential function $P$, structure constants $S$, screening parameters $d$, additive term $\lambda$ and left and right amplitudes $\mu,\nu$ are arbitrary complex matrices in that index. Non-spherical sites are therefore allowed, and the usual diagonal parameters are a special case.

```lean
import Mathlib

open Matrix

namespace ScreeningInvariance

noncomputable section

variable {n : Type*} [Fintype n] [DecidableEq n]
```

Screening sends $X$ to $X'=X(1+dX)^{-1}$, with the same $d$ for $P$ and $S$. In the common convention $X(1-\alpha X)^{-1}$, $d=-\alpha$.

```lean
/-- The screening transformation `X ↦ X (1 + d X)⁻¹`, applied to potential functions and to
structure constants alike. -/
def screen (d X : Matrix n n ℂ) : Matrix n n ℂ := X * (1 + d * X)⁻¹
```

The Green matrix is $\lambda+\mu(P-S)^{-1}\nu$, where $(P-S)^{-1}$ is the path operator.

```lean
/-- The Green matrix `lam + mu (P - S)⁻¹ nu` built from the potential function `P`, the structure
constants `S` and the amplitudes `mu`, `nu`. -/
def green (lam mu nu P S : Matrix n n ℂ) : Matrix n n ℂ := lam + mu * (P - S)⁻¹ * nu
```

## No pole in the screened potential function: `hP`

Invertibility of $1+dP$ means that $P'$ is finite at the chosen energy. Write $A=(1+dP)^{-1}$. Then

$$(1+Pd)(1-PAd)=1+Pd-P(1+dP)Ad=1,$$

so $1+Pd$ is invertible too, and $\nu'=(1+Pd)^{-1}\nu$ exists. `isUnit_swap` is this calculation; `inv_cancel` supplies the cancellations. Without `hP`, $P'$ and the transformed amplitudes are undefined.

```lean
/-- An invertible matrix times its inverse is one, in either order. -/
theorem inv_cancel {A : Matrix n n ℂ} (h : IsUnit A) : A * A⁻¹ = 1 ∧ A⁻¹ * A = 1 :=
  ⟨Matrix.mul_nonsing_inv A ((Matrix.isUnit_iff_isUnit_det A).mp h),
    Matrix.nonsing_inv_mul A ((Matrix.isUnit_iff_isUnit_det A).mp h)⟩

/-- If `1 + d P` is invertible, so is `1 + P d`. -/
theorem isUnit_swap {d P : Matrix n n ℂ} (h : IsUnit (1 + d * P)) : IsUnit (1 + P * d) := by
  have hA := (inv_cancel h).1
  generalize (1 + d * P)⁻¹ = A at hA
  have h1 : (1 + P * d) * (1 - P * A * d) = 1 := by
    calc (1 + P * d) * (1 - P * A * d)
        = 1 + P * d - P * ((1 + d * P) * A) * d := by noncomm_ring
      _ = 1 := by rw [hA]; noncomm_ring
  exact ⟨⟨_, _, h1, mul_eq_one_comm.mp h1⟩, rfl⟩
```

## Screened structure constants exist: `hS`

Invertibility of $1+dS$ makes $S'$ well defined. It gives $S'(1+dS)=S$, while $(1+Pd)P'=P(1+dP)A=P$. Hence

$$(1+Pd)(P'-S')(1+dS)=P(1+dS)-(1+Pd)S=P-S.$$

The `calc` block below groups the same products and cancels them with `hA` and `hB`. Lean gives a singular matrix the inverse zero, so without `hS` the identity can fail: for $1\times1$ matrices with $P=0$, $d=1$, $S=-1$, its left side is $0$ and its right side is $1$.

```lean
/-- The screened difference of potential function and structure constants is the unscreened one
up to a factor on each side. -/
theorem screened_difference {d P S : Matrix n n ℂ}
    (hP : IsUnit (1 + d * P)) (hS : IsUnit (1 + d * S)) :
    (1 + P * d) * (screen d P - screen d S) * (1 + d * S) = P - S := by
  unfold screen
  have hA := (inv_cancel hP).1
  have hB := (inv_cancel hS).2
  generalize (1 + d * P)⁻¹ = A at hA ⊢
  generalize (1 + d * S)⁻¹ = B at hB ⊢
  calc (1 + P * d) * (P * A - S * B) * (1 + d * S)
      = P * ((1 + d * P) * A) * (1 + d * S)
        - (1 + P * d) * S * (B * (1 + d * S)) := by noncomm_ring
    _ = P - S := by rw [hA, hB]; noncomm_ring
```

## The energy is not an eigenvalue: `hPS`

The condition $\det(P-S)=0$ is the secular equation, so `hPS` keeps the energy off the poles of the path operator. Inverting the factorisation gives

$$(P'-S')^{-1}=(1+dS)(P-S)^{-1}(1+Pd).$$

The proof builds a right inverse and uses the fact that one-sided inverses of square matrices are two-sided. Without `hPS`, but with the other two conditions, the factorisation makes $P'-S'$ singular as well: screening does not move the eigenvalue.

```lean
/-- The screened difference `P' - S'` is invertible, and its inverse, the screened path operator,
is `(1 + d S) (P - S)⁻¹ (1 + P d)`. -/
theorem screened_path_operator {d P S : Matrix n n ℂ}
    (hP : IsUnit (1 + d * P)) (hS : IsUnit (1 + d * S)) (hPS : IsUnit (P - S)) :
    IsUnit (screen d P - screen d S) ∧
      (screen d P - screen d S)⁻¹ = (1 + d * S) * (P - S)⁻¹ * (1 + P * d) := by
  have h1 : (1 + P * d) * ((screen d P - screen d S) * (1 + d * S) * (P - S)⁻¹) = 1 := by
    rw [← mul_assoc, ← mul_assoc, screened_difference hP hS]
    exact (inv_cancel hPS).1
  -- a one-sided inverse of a square matrix is two-sided, so the left factor can be moved right
  have h2 : (screen d P - screen d S) * ((1 + d * S) * (P - S)⁻¹ * (1 + P * d)) = 1 := by
    have h3 := mul_eq_one_comm.mp h1
    simpa only [mul_assoc] using h3
  exact ⟨⟨⟨_, _, h2, mul_eq_one_comm.mp h2⟩, rfl⟩, Matrix.inv_eq_right_inv h2⟩
```

All three conditions enter the invariance. Set $G=(P-S)^{-1}$, $\mu'=\mu A$ and $\lambda'=\lambda+\mu Ad\nu$. Since $1+dS=(1+dP)-d(P-S)$,

$$A(1+dS)G=G-Ad,$$

which is `key` in the proof. Therefore

$$\lambda'+\mu'(P'-S')^{-1}\nu'=\lambda+\mu Ad\nu+\mu(G-Ad)\nu=\lambda+\mu G\nu.$$

```lean
/-- Screening invariance: the Green matrix is unchanged when potential function, structure
constants, amplitudes and the additive term are all transformed to the screened representation. -/
theorem green_screening_invariant {d P S : Matrix n n ℂ} (lam mu nu : Matrix n n ℂ)
    (hP : IsUnit (1 + d * P)) (hS : IsUnit (1 + d * S)) (hPS : IsUnit (P - S)) :
    green (lam + mu * (1 + d * P)⁻¹ * d * nu) (mu * (1 + d * P)⁻¹) ((1 + P * d)⁻¹ * nu)
      (screen d P) (screen d S) = green lam mu nu P S := by
  unfold green
  rw [(screened_path_operator hP hS hPS).2]
  have hA := (inv_cancel hP).2
  have hY := (inv_cancel (isUnit_swap hP)).1
  have hG := (inv_cancel hPS).1
  generalize (1 + d * P)⁻¹ = A at hA ⊢
  generalize (1 + P * d)⁻¹ = Y at hY ⊢
  generalize (P - S)⁻¹ = G at hG ⊢
  -- write 1 + d S = (1 + d P) - d (P - S)
  have key : A * (1 + d * S) * G = G - A * d := by
    calc A * (1 + d * S) * G
        = (A * (1 + d * P)) * G - A * d * ((P - S) * G) := by noncomm_ring
      _ = G - A * d := by rw [hA, hG, one_mul, mul_one]
  calc lam + mu * A * d * nu + mu * A * ((1 + d * S) * G * (1 + P * d)) * (Y * nu)
      = lam + mu * A * d * nu
        + mu * (A * (1 + d * S) * G) * ((1 + P * d) * Y) * nu := by noncomm_ring
    _ = lam + mu * G * nu := by rw [key, hY]; noncomm_ring
```

## Diagonal parameters

If $P$, $d$, $\lambda$ and $\mu=\nu$ are diagonal, `hP` becomes $1+d_ip_i\neq0$ for every orbital $i$, and

$$\mu_i'=\frac{\mu_i}{1+d_ip_i},\qquad \lambda_i'=\lambda_i+\frac{\mu_i^2d_i}{1+d_ip_i}.$$

$S$ need not be diagonal, but `hS` and `hPS` are still required. The proof evaluates the inverses entrywise and specialises the matrix theorem.

```lean
/-- For diagonal `d` and `p` the inverse of `1 + d p` is taken orbital by orbital. -/
theorem diagonal_screening_inv {d p : n → ℂ} (h : ∀ i, 1 + d i * p i ≠ 0) :
    (1 + diagonal d * diagonal p)⁻¹ = diagonal (fun i => (1 + d i * p i)⁻¹) := by
  apply Matrix.inv_eq_right_inv
  have h1 : 1 + diagonal d * diagonal p = diagonal (fun i => 1 + d i * p i) := by
    ext i j
    by_cases hij : i = j
    · subst hij; simp
    · simp [hij]
  rw [h1, diagonal_mul_diagonal]
  ext i j
  by_cases hij : i = j
  · subst hij; simp [h i]
  · simp [hij]

/-- Screening invariance for diagonal potential parameters: `P' - S'` is invertible and the Green
matrix is unchanged, with each parameter transformed by a scalar formula on its own orbital. -/
theorem green_screening_invariant_diagonal {d p : n → ℂ} (lam mu : n → ℂ) {S : Matrix n n ℂ}
    (hp : ∀ i, 1 + d i * p i ≠ 0) (hS : IsUnit (1 + diagonal d * S))
    (hPS : IsUnit (diagonal p - S)) :
    IsUnit (diagonal (fun i => p i / (1 + d i * p i)) - screen (diagonal d) S) ∧
    green (diagonal fun i => lam i + mu i ^ 2 * d i / (1 + d i * p i))
      (diagonal fun i => mu i / (1 + d i * p i)) (diagonal fun i => mu i / (1 + d i * p i))
      (diagonal fun i => p i / (1 + d i * p i)) (screen (diagonal d) S)
      = green (diagonal lam) (diagonal mu) (diagonal mu) (diagonal p) S := by
  have hA := diagonal_screening_inv hp
  have hY := diagonal_screening_inv (d := p) (p := d) (fun i => by rw [mul_comm]; exact hp i)
  have hP : IsUnit (1 + diagonal d * diagonal p) := by
    have h1 : (1 + diagonal d * diagonal p) * diagonal (fun i => (1 + d i * p i)⁻¹) = 1 := by
      ext i j
      by_cases hij : i = j
      · subst hij; simp [hp i]
      · simp [hij]
    exact ⟨⟨_, _, h1, mul_eq_one_comm.mp h1⟩, rfl⟩
  have e1 : screen (diagonal d) (diagonal p) = diagonal (fun i => p i / (1 + d i * p i)) := by
    unfold screen
    rw [hA, diagonal_mul_diagonal]
    exact congrArg diagonal (funext fun i => (div_eq_mul_inv _ _).symm)
  have h := green_screening_invariant (diagonal lam) (diagonal mu) (diagonal mu) hP hS hPS
  have hu := (screened_path_operator hP hS hPS).1
  rw [e1] at h hu
  refine ⟨hu, ?_⟩
  rw [← h, hA, hY]
  simp only [diagonal_mul_diagonal, diagonal_add]
  -- the scalar formulas agree on each orbital
  congr 1 <;> refine congrArg diagonal (funext fun i => ?_) <;> ring
```

In a tight-binding linear muffin-tin orbital (LMTO) Green-function calculation for a periodic crystal, one chooses $d$ to make $S'$ short-ranged, inverts $P'-S'$ at each energy and Bloch vector, then applies $\lambda'$ and $\mu'$. Running two choices of $d$ tests the code: the Green matrices should agree to rounding error, or to truncation error if $S'$ has been cut off in real space.

## Two screenings in succession: `hd` and `hde`

These conditions say that the intermediate and final screened matrices exist. From

$$(1+eX')(1+dX)=1+(d+e)X$$

one gets $X'(1+eX')^{-1}=X(1+(d+e)X)^{-1}$. The proof verifies the corresponding inverse. Without `hd` there is no intermediate matrix; without `hde` the second step fails.

```lean
/-- Screening by `d` and then by `e` is the same as screening once by `d + e`. -/
theorem screen_screen {d e X : Matrix n n ℂ}
    (hd : IsUnit (1 + d * X)) (hde : IsUnit (1 + (d + e) * X)) :
    screen e (screen d X) = screen (d + e) X := by
  unfold screen
  have hA := inv_cancel hd
  have hC := (inv_cancel hde).1
  generalize (1 + d * X)⁻¹ = A at hA ⊢
  generalize (1 + (d + e) * X)⁻¹ = C at hC ⊢
  have h1 : (1 + e * (X * A)) * ((1 + d * X) * C) = 1 := by
    calc (1 + e * (X * A)) * ((1 + d * X) * C)
        = (1 + d * X) * C + e * X * (A * (1 + d * X)) * C := by noncomm_ring
      _ = (1 + (d + e) * X) * C := by rw [hA.2]; noncomm_ring
      _ = 1 := hC
  rw [Matrix.inv_eq_right_inv h1]
  calc X * A * ((1 + d * X) * C) = X * (A * (1 + d * X)) * C := by noncomm_ring
    _ = X * C := by rw [hA.2, mul_one]
```

## An alloy average matched by a medium: `hw` and `havg`

Configurations $c$ have weights $w_c$ summing to one, and `havg` assumes a medium $Q$ whose path operator equals the full matrix average. The condition of the single-site coherent potential approximation (CPA) has this form: $Q$ is site-diagonal, and $c$ runs over the species on one site while the medium occupies all the others. The existence of $Q$ is assumed, not proved. The earlier invertibility conditions are required of every $P_c$ and of $Q$, and the same $d$ and $S$ are used for all of them.

Writing $1+Rd=(1+Sd)+(R-S)d$ gives, for $R=P_c$ or $Q$,

$$(R'-S')^{-1}=(1+dS)(R-S)^{-1}(1+Sd)+(1+dS)d.$$

This is `aff`. Averaging preserves the constant term because of `hw`; otherwise an error $(\sum_c w_c-1)(1+dS)d$ remains. Without `havg`, the mismatch between average and medium is carried over, multiplied by $1+dS$ and $1+Sd$.

```lean
/-- If an effective medium `Q` reproduces the path operator averaged over alloy configurations,
then the screened medium reproduces the average of the screened path operators. -/
theorem effective_medium_screening {ι : Type*} [Fintype ι] {w : ι → ℝ} (hw : ∑ c, w c = 1)
    {d S Q : Matrix n n ℂ} {P : ι → Matrix n n ℂ} (hS : IsUnit (1 + d * S))
    (hP : ∀ c, IsUnit (1 + d * P c)) (hPS : ∀ c, IsUnit (P c - S))
    (hQ : IsUnit (1 + d * Q)) (hQS : IsUnit (Q - S))
    (havg : ∑ c, w c • (P c - S)⁻¹ = (Q - S)⁻¹) :
    ∑ c, w c • (screen d (P c) - screen d S)⁻¹ = (screen d Q - screen d S)⁻¹ := by
  -- the screened path operator is affine in the unscreened one
  have aff : ∀ R : Matrix n n ℂ, IsUnit (1 + d * R) → IsUnit (R - S) →
      (screen d R - screen d S)⁻¹
        = (1 + d * S) * (R - S)⁻¹ * (1 + S * d) + (1 + d * S) * d := by
    intro R hR hRS
    rw [(screened_path_operator hR hS hRS).2]
    have hG := (inv_cancel hRS).2
    generalize (R - S)⁻¹ = G at hG ⊢
    calc (1 + d * S) * G * (1 + R * d)
        = (1 + d * S) * G * (1 + S * d) + (1 + d * S) * (G * (R - S)) * d := by noncomm_ring
      _ = _ := by rw [hG, mul_one]
  rw [aff Q hQ hQS, ← havg, Finset.mul_sum, Finset.sum_mul]
  simp only [fun c => aff (P c) (hP c) (hPS c), smul_add, Finset.sum_add_distrib,
    ← Finset.sum_smul, hw, one_smul, Matrix.mul_smul, Matrix.smul_mul]

end

end ScreeningInvariance
```

```lean
#print axioms ScreeningInvariance.green_screening_invariant_diagonal
#print axioms ScreeningInvariance.screen_screen
#print axioms ScreeningInvariance.effective_medium_screening
```

```
'ScreeningInvariance.green_screening_invariant_diagonal' depends on axioms: [propext, Classical.choice, Quot.sound]
'ScreeningInvariance.screen_screen' depends on axioms: [propext, Classical.choice, Quot.sound]
'ScreeningInvariance.effective_medium_screening' depends on axioms: [propext, Classical.choice, Quot.sound]
```
